# A residual bound on eigenvector overlap when all other levels are separated from the energy guess

## Two levels and one angle

Take a two-level system with energies $a<b$ and orthonormal eigenvectors $u_0,u_1$. A trial state at angle $\theta$ to $u_0$ is

$$x=\cos\theta\,u_0+\sin\theta\,u_1 .$$

Suppose that the lower energy is known and use it as the energy guess, $m=a$. The residual, which would vanish if $x$ were an eigenvector with energy $m$, is

$$Hx-ax=(b-a)\sin\theta\,u_1 .$$

The operator $H-a$ removes the component along $u_0$ and multiplies the unwanted component by the gap $d=b-a$. Hence

$$\sin^2\theta=\frac{\|Hx-ax\|^2}{d^2}.$$

The error in the state can be read off from the residual and the gap. With more levels, or with a guess that misses $a$, the equality becomes an inequality, in which $d$ is no longer the gap $b-a$ but a lower bound on the distance from the guess to the other levels.

## The bound for an isolated level

Let $H$ act on a finite-dimensional complex inner-product space, with orthonormal eigenbasis $u_i$ and real eigenvalues $E_i$. Let $m$ be a real energy guess and single out one level $k$. If

$$|E_i-m|\ge d>0\qquad\text{for all } i\ne k,$$

then every unit vector $x$ satisfies

$$1-|\langle u_k,x\rangle|^2\le\frac{\|Hx-mx\|^2}{d^2}.$$

The left side is the squared sine of the angle between $x$ and the line spanned by $u_k$. For a finite-dimensional Hamiltonian with such an isolated level, a residual that is small compared with $d$ thus guarantees that the trial state is close to the eigenvector $u_k$, up to a phase.

In `residual_sine_bound` the labels $i$ form the finite type `ι`, the eigenbasis is `u : OrthonormalBasis ι ℂ V`, and `hE` states $Hu_i=E_iu_i$. Since `E` takes real values, such an `H` is Hermitian. The residual is `residual H m x`, the gap condition is `hgap`, and normalisation is `hx`. The inner product is linear in its second argument. The theorem `hermitian_sine_bound` starts instead from any symmetric `H` and uses the eigenbasis supplied by the spectral theorem, labelled by `Fin n`.

The gap condition is assumed, not derived. It stands for knowledge about the spectrum: no level other than $k$ lies within $d$ of the guess. Some such knowledge is needed, because if another level $j$ lay exactly at $m$, the state $x=u_j$ would have zero residual and zero overlap with $u_k$. Nothing is required of $E_k$ itself; if $|E_k-m|\ge d$ as well, the right side is at least one and the bound carries no information. Infinite-dimensional spaces, and with them continuous spectra, lie beyond the theorem.

## From residual components to populations

Expand the state as $x=\sum_j\langle u_j,x\rangle u_j$. Then $Hx=\sum_j\langle u_j,x\rangle E_ju_j$, and the component of the residual along $u_i$ is

$$\langle u_i,Hx-mx\rangle=(E_i-m)\langle u_i,x\rangle .$$

Write $p_i=|\langle u_i,x\rangle|^2$ for the populations. Parseval's identity gives

$$\|Hx-mx\|^2=\sum_i(E_i-m)^2p_i .$$

Now let $S$ be a cluster of levels such that $|E_i-m|\ge d$ for every $i\notin S$. Dropping the non-negative terms in $S$ and bounding the other weights from below yields

$$\|Hx-mx\|^2\ge\sum_{i\notin S}(E_i-m)^2p_i\ge d^2\sum_{i\notin S}p_i .$$

Division by $d^2$ bounds the population outside the cluster. This version needs no normalisation and suits degenerate or nearly degenerate levels, where the subspace is well determined although a single eigenvector may not be.

For $S=\{k\}$ and $\|x\|=1$, the populations add up to one, so $\sum_{i\ne k}p_i=1-p_k$. This is the sine bound.

## When the bound is attained

For a unit vector, subtract $d^2(1-p_k)=\sum_{i\ne k}d^2p_i$ from the squared residual norm:

$$\|Hx-mx\|^2-d^2(1-p_k)=(E_k-m)^2p_k+\sum_{i\ne k}\bigl((E_i-m)^2-d^2\bigr)p_i .$$

Every term on the right is non-negative, so equality in the bound means that each one vanishes. Level $k$ must lie at $m$ or be unpopulated, and every other level must lie at distance exactly $d$ from $m$ or be unpopulated.

## From the angle to the distance between vectors

An eigenvector is fixed only up to a phase. Put $s=|\langle x,u_k\rangle|$ and choose $c$ with $|c|=1$ and $c\langle x,u_k\rangle=s$; if the overlap is zero, $c=1$ will do. For unit $x$,

$$\|x-cu_k\|^2=2-2s .$$

By the Cauchy–Schwarz inequality $0\le s\le1$, hence $s^2\le s$ and

$$\|x-cu_k\|^2\le2(1-s^2)\le\frac{2\|Hx-mx\|^2}{d^2}.$$

## A two-by-two matrix in numbers

Take

$$H=\begin{pmatrix}0&2\\2&3\end{pmatrix},\qquad x=\begin{pmatrix}1\\0\end{pmatrix}.$$

The eigenvalues are $-1$ and $4$, and the lower eigenvector is $(2,-1)^T/\sqrt5$. The true squared sine is therefore $1-4/5=0.2$.

With the expectation value $m=\langle x,Hx\rangle=0$ as the guess, the residual is $(0,2)^T$ and its squared norm is $4$. The upper level is at distance $d=4$, so the bound is $4/16=0.25$.

With $m=-1$ the residual is $(1,2)^T$, its squared norm is $5$, and $d=5$. The bound is $5/25=0.2$, which is attained because the guess equals the lower eigenvalue. The residual is larger than before, but so is the distance to the other level.

## The residual in an iterative diagonalisation

In a Davidson or Lanczos calculation for a configuration-interaction matrix, each iteration gives a normalised Ritz vector $x$ and a Ritz value $m=\langle x,Hx\rangle$. The residual $Hx-mx$ measures how far this pair is from solving the eigenvalue equation. Dividing its norm by a lower bound on the distance from $m$ to the other eigenvalues bounds the sine of the angle to the target eigenvector.

That distance is usually only estimated. For the ground state, the second Ritz value lies at or above the second exact eigenvalue of the matrix. If $m$ is below that eigenvalue, the difference of the two Ritz values can overestimate $d$ and make the error look too small. Even with a valid $d$, the bound concerns eigenvectors of the matrix being diagonalised; it says nothing about the error from truncating the orbital basis or the configuration space.

## The Lean file

```lean
import Mathlib

open scoped InnerProductSpace ComplexConjugate

namespace ResidualSineBound

noncomputable section

variable {ι V : Type*} [Fintype ι] [NormedAddCommGroup V] [InnerProductSpace ℂ V]

/-- The residual `H x - m x` of a trial state `x` with energy guess `m`. -/
def residual (H : V →ₗ[ℂ] V) (m : ℝ) (x : V) : V := H x - (m : ℂ) • x

/-- If `H` has the orthonormal eigenbasis `u i` with real eigenvalues `E i`, the component of the
residual along `u i` is that of the trial state times `E i - m`. -/
theorem inner_residual (u : OrthonormalBasis ι ℂ V) (H : V →ₗ[ℂ] V) (E : ι → ℝ)
    (hE : ∀ i, H (u i) = (E i : ℂ) • u i) (m : ℝ) (x : V) (i : ι) :
    ⟪u i, residual H m x⟫_ℂ = ((E i - m : ℝ) : ℂ) * ⟪u i, x⟫_ℂ := by
  -- expand the trial state in the eigenbasis and let `H` act term by term
  have hx : H x = ∑ j, (⟪u j, x⟫_ℂ * (E j : ℂ)) • u j := by
    conv_lhs => rw [← u.sum_repr' x]
    simp only [map_sum, map_smul, hE, smul_smul]
  rw [residual, inner_sub_right, inner_smul_right, hx, u.orthonormal.inner_right_fintype]
  push_cast
  ring

/-- For `H` with orthonormal eigenbasis `u i` and real eigenvalues `E i`, the squared residual
norm is the sum of `(E i - m)^2` weighted by the populations of the eigenstates. -/
theorem residual_norm_sq (u : OrthonormalBasis ι ℂ V) (H : V →ₗ[ℂ] V) (E : ι → ℝ)
    (hE : ∀ i, H (u i) = (E i : ℂ) • u i) (m : ℝ) (x : V) :
    ‖residual H m x‖ ^ 2 = ∑ i, (E i - m) ^ 2 * ‖⟪u i, x⟫_ℂ‖ ^ 2 := by
  rw [← u.sum_sq_norm_inner_right (residual H m x)]
  refine Finset.sum_congr rfl fun i _ => ?_
  rw [inner_residual u H E hE, norm_mul, mul_pow, Complex.norm_real, Real.norm_eq_abs, sq_abs]

/-- Let `H` have an orthonormal eigenbasis with real eigenvalues. If all levels outside a cluster
`S` are at least `d > 0` away from `m`, the population of `x` outside the cluster is at most the
squared residual norm divided by `d^2`. -/
theorem cluster_bound [DecidableEq ι] (u : OrthonormalBasis ι ℂ V) (H : V →ₗ[ℂ] V) (E : ι → ℝ)
    (hE : ∀ i, H (u i) = (E i : ℂ) • u i) (m d : ℝ) (hd : 0 < d) (S : Finset ι)
    (hgap : ∀ i, i ∉ S → d ≤ |E i - m|) (x : V) :
    ∑ i ∈ Sᶜ, ‖⟪u i, x⟫_ℂ‖ ^ 2 ≤ ‖residual H m x‖ ^ 2 / d ^ 2 := by
  rw [le_div_iff₀ (by positivity), residual_norm_sq u H E hE, Finset.sum_mul]
  calc ∑ i ∈ Sᶜ, ‖⟪u i, x⟫_ℂ‖ ^ 2 * d ^ 2
      ≤ ∑ i ∈ Sᶜ, (E i - m) ^ 2 * ‖⟪u i, x⟫_ℂ‖ ^ 2 := by
        refine Finset.sum_le_sum fun i hi => ?_
        have h : d ^ 2 ≤ (E i - m) ^ 2 := by
          rw [← sq_abs (E i - m)]
          exact pow_le_pow_left₀ hd.le (hgap i (Finset.mem_compl.1 hi)) 2
        linarith [mul_le_mul_of_nonneg_right h (sq_nonneg ‖⟪u i, x⟫_ℂ‖)]
    _ ≤ ∑ i, (E i - m) ^ 2 * ‖⟪u i, x⟫_ℂ‖ ^ 2 :=
        Finset.sum_le_sum_of_subset_of_nonneg (Finset.subset_univ _)
          (fun i _ _ => by positivity)

/-- Residual sine bound: let `H` have an orthonormal eigenbasis with real eigenvalues, all of them
except that of `u k` at least `d > 0` away from `m`. Then for a unit vector `x` the squared sine of
the angle to `u k` is at most the squared residual norm divided by `d^2`. -/
theorem residual_sine_bound (u : OrthonormalBasis ι ℂ V) (H : V →ₗ[ℂ] V) (E : ι → ℝ)
    (hE : ∀ i, H (u i) = (E i : ℂ) • u i) (m d : ℝ) (hd : 0 < d) (k : ι)
    (hgap : ∀ i, i ≠ k → d ≤ |E i - m|) (x : V) (hx : ‖x‖ = 1) :
    1 - ‖⟪u k, x⟫_ℂ‖ ^ 2 ≤ ‖residual H m x‖ ^ 2 / d ^ 2 := by
  classical
  have h := cluster_bound u H E hE m d hd {k} (fun i hi => hgap i (by simpa using hi)) x
  -- the populations add up to one
  have hs := Finset.sum_add_sum_compl {k} (fun i => ‖⟪u i, x⟫_ℂ‖ ^ 2)
  rw [Finset.sum_singleton, u.sum_sq_norm_inner_right, hx] at hs
  linarith

/-- Under the hypotheses of the residual sine bound, equality holds exactly when level `k` lies at
`m` or is unpopulated, and every other level lies at distance `d` from `m` or is unpopulated. -/
theorem residual_sine_eq_iff (u : OrthonormalBasis ι ℂ V) (H : V →ₗ[ℂ] V) (E : ι → ℝ)
    (hE : ∀ i, H (u i) = (E i : ℂ) • u i) (m d : ℝ) (hd : 0 < d) (k : ι)
    (hgap : ∀ i, i ≠ k → d ≤ |E i - m|) (x : V) (hx : ‖x‖ = 1) :
    1 - ‖⟪u k, x⟫_ℂ‖ ^ 2 = ‖residual H m x‖ ^ 2 / d ^ 2 ↔
      (E k = m ∨ ⟪u k, x⟫_ℂ = 0) ∧ ∀ i, i ≠ k → |E i - m| = d ∨ ⟪u i, x⟫_ℂ = 0 := by
  classical
  -- the defect of the inequality is a sum of non-negative terms
  have hterm : ∀ i, (if i = k then (E i - m) ^ 2 * ‖⟪u i, x⟫_ℂ‖ ^ 2
      else ((E i - m) ^ 2 - d ^ 2) * ‖⟪u i, x⟫_ℂ‖ ^ 2) =
      (E i - m) ^ 2 * ‖⟪u i, x⟫_ℂ‖ ^ 2 - d ^ 2 * ‖⟪u i, x⟫_ℂ‖ ^ 2 +
        (if i = k then d ^ 2 * ‖⟪u i, x⟫_ℂ‖ ^ 2 else 0) := by
    intro i
    split_ifs <;> ring
  have hsum : ∑ i, (if i = k then (E i - m) ^ 2 * ‖⟪u i, x⟫_ℂ‖ ^ 2
      else ((E i - m) ^ 2 - d ^ 2) * ‖⟪u i, x⟫_ℂ‖ ^ 2) =
      ‖residual H m x‖ ^ 2 - d ^ 2 * (1 - ‖⟪u k, x⟫_ℂ‖ ^ 2) := by
    rw [Finset.sum_congr rfl (fun i _ => hterm i), Finset.sum_add_distrib,
      Finset.sum_sub_distrib, ← Finset.mul_sum, u.sum_sq_norm_inner_right, hx,
      ← residual_norm_sq u H E hE, Finset.sum_ite_eq', if_pos (Finset.mem_univ k)]
    ring
  have hnn : ∀ i ∈ Finset.univ, 0 ≤ (if i = k then (E i - m) ^ 2 * ‖⟪u i, x⟫_ℂ‖ ^ 2
      else ((E i - m) ^ 2 - d ^ 2) * ‖⟪u i, x⟫_ℂ‖ ^ 2) := by
    intro i _
    split_ifs with h
    · positivity
    · refine mul_nonneg (sub_nonneg.2 ?_) (sq_nonneg _)
      rw [← sq_abs (E i - m)]
      exact pow_le_pow_left₀ hd.le (hgap i h) 2
  have key : 1 - ‖⟪u k, x⟫_ℂ‖ ^ 2 = ‖residual H m x‖ ^ 2 / d ^ 2 ↔
      ∑ i, (if i = k then (E i - m) ^ 2 * ‖⟪u i, x⟫_ℂ‖ ^ 2
        else ((E i - m) ^ 2 - d ^ 2) * ‖⟪u i, x⟫_ℂ‖ ^ 2) = 0 := by
    rw [hsum, eq_div_iff (by positivity)]
    constructor <;> intro h <;> linarith
  rw [key, Finset.sum_eq_zero_iff_of_nonneg hnn]
  constructor
  · intro h
    refine ⟨?_, fun i hi => ?_⟩
    · simpa [sub_eq_zero] using h k (Finset.mem_univ k)
    · have h1 := h i (Finset.mem_univ i)
      rw [if_neg hi, mul_eq_zero] at h1
      rcases h1 with h1 | h1
      · left
        have h2 : |E i - m| ^ 2 = d ^ 2 := by rw [sq_abs]; linarith
        exact (sq_eq_sq₀ (abs_nonneg _) hd.le).1 h2
      · right
        simpa using h1
  · rintro ⟨hk, ho⟩ i _
    by_cases hi : i = k
    · rw [if_pos hi, hi]
      rcases hk with h | h <;> simp [h]
    · rw [if_neg hi]
      rcases ho i hi with h | h
      · rw [← sq_abs (E i - m), h]
        ring
      · simp [h]

/-- Under the hypotheses of the residual sine bound, some phase `c` brings the eigenvector `c u k`
within squared distance `2 ‖H x - m x‖^2 / d^2` of the unit vector `x`. -/
theorem eigenvector_error (u : OrthonormalBasis ι ℂ V) (H : V →ₗ[ℂ] V) (E : ι → ℝ)
    (hE : ∀ i, H (u i) = (E i : ℂ) • u i) (m d : ℝ) (hd : 0 < d) (k : ι)
    (hgap : ∀ i, i ≠ k → d ≤ |E i - m|) (x : V) (hx : ‖x‖ = 1) :
    ∃ c : ℂ, ‖c‖ = 1 ∧ ‖x - c • u k‖ ^ 2 ≤ 2 * (‖residual H m x‖ ^ 2 / d ^ 2) := by
  -- choose the phase that makes the overlap real and non-negative
  have hphase : ∀ z : ℂ, ∃ c : ℂ, ‖c‖ = 1 ∧ c * z = ((‖z‖ : ℝ) : ℂ) := by
    intro z
    by_cases hz : z = 0
    · exact ⟨1, by simp, by simp [hz]⟩
    · have hn : ((‖z‖ : ℝ) : ℂ) ≠ 0 := by simpa using hz
      refine ⟨conj z / ((‖z‖ : ℝ) : ℂ), by simp [hz], ?_⟩
      rw [div_mul_eq_mul_div, Complex.conj_mul', div_eq_iff hn, sq]
  obtain ⟨c, hc, hcz⟩ := hphase ⟪x, u k⟫_ℂ
  refine ⟨c, hc, ?_⟩
  have hu : ‖u k‖ = 1 := u.orthonormal.1 k
  have hle : ‖⟪x, u k⟫_ℂ‖ ≤ 1 := by
    have h := norm_inner_le_norm (𝕜 := ℂ) x (u k)
    rwa [hx, hu, one_mul] at h
  have hmain := residual_sine_bound u H E hE m d hd k hgap x hx
  rw [norm_inner_symm] at hmain
  have hre : RCLike.re ((‖⟪x, u k⟫_ℂ‖ : ℝ) : ℂ) = ‖⟪x, u k⟫_ℂ‖ := Complex.ofReal_re _
  rw [norm_sub_sq (𝕜 := ℂ), inner_smul_right, hcz, hre, norm_smul, hc, hu, hx]
  nlinarith [mul_nonneg (norm_nonneg ⟪x, u k⟫_ℂ) (sub_nonneg.2 hle)]

/-- The residual sine bound for any Hermitian operator on a finite-dimensional space, in the
eigenbasis given by the spectral theorem, when all eigenvalues except the one with index `k` are
at least `d > 0` away from `m` and `x` is a unit vector. -/
theorem hermitian_sine_bound [FiniteDimensional ℂ V] (H : V →ₗ[ℂ] V) (hH : H.IsSymmetric)
    {n : ℕ} (hn : Module.finrank ℂ V = n) (m d : ℝ) (hd : 0 < d) (k : Fin n)
    (hgap : ∀ i, i ≠ k → d ≤ |hH.eigenvalues hn i - m|) (x : V) (hx : ‖x‖ = 1) :
    1 - ‖⟪hH.eigenvectorBasis hn k, x⟫_ℂ‖ ^ 2 ≤ ‖residual H m x‖ ^ 2 / d ^ 2 :=
  residual_sine_bound (hH.eigenvectorBasis hn) H (hH.eigenvalues hn)
    (fun i => hH.apply_eigenvectorBasis hn i) m d hd k hgap x hx

/-- The Hamiltonian of a two-level system with energies `a` and `b`. -/
def twoLevel (a b : ℝ) : EuclideanSpace ℂ (Fin 2) →ₗ[ℂ] EuclideanSpace ℂ (Fin 2) where
  toFun x := !₂[(a : ℂ) * x 0, (b : ℂ) * x 1]
  map_add' x y := by
    ext j
    fin_cases j <;> simp [mul_add]
  map_smul' c x := by
    ext j
    fin_cases j <;> simp [mul_left_comm]

/-- The two-level Hamiltonian with energies `a < b`, the standard basis, `m = a` and `d = b - a`
satisfy the eigenvalue equation, `d > 0` and the gap condition of the residual sine bound for the
level with index `0`. -/
theorem residual_sine_bound_witness (a b : ℝ) (hab : a < b) :
    (∀ i, twoLevel a b (EuclideanSpace.basisFun (Fin 2) ℂ i) =
      ((![a, b] i : ℝ) : ℂ) • EuclideanSpace.basisFun (Fin 2) ℂ i) ∧
    0 < b - a ∧ ∀ i : Fin 2, i ≠ 0 → b - a ≤ |![a, b] i - a| := by
  refine ⟨fun i => ?_, sub_pos.2 hab, fun i hi => ?_⟩
  · ext j
    fin_cases i <;> fin_cases j <;> simp [twoLevel]
  · have h1 : i = 1 := by omega
    subst h1
    exact le_abs_self (b - a)

end

end ResidualSineBound
```

```lean
#print axioms ResidualSineBound.residual_sine_eq_iff
#print axioms ResidualSineBound.eigenvector_error
#print axioms ResidualSineBound.hermitian_sine_bound
```

```
'ResidualSineBound.residual_sine_eq_iff' depends on axioms: [propext, Classical.choice, Quot.sound]
'ResidualSineBound.eigenvector_error' depends on axioms: [propext, Classical.choice, Quot.sound]
'ResidualSineBound.hermitian_sine_bound' depends on axioms: [propext, Classical.choice, Quot.sound]
```

## How the Lean proof follows the populations

`inner_residual` expands $x$ in the eigenbasis with `u.sum_repr'` and lets `H` act term by term. Orthonormality then selects the coefficient with label `i`. `residual_norm_sq` applies Parseval's identity to the residual and inserts these components.

`cluster_bound` clears the denominator with `le_div_iff₀`. Its `calc` block has two steps: the weights $d^2$ outside `S` are replaced by the larger $(E_i-m)^2$, and then the non-negative terms inside `S` are added. `residual_sine_bound` takes the cluster `{k}` and uses `Finset.sum_add_sum_compl` to split the total population into $p_k$ and the rest.

In `residual_sine_eq_iff`, `hsum` is the identity for the difference between the two sides after multiplication by $d^2$, and `hnn` states that its terms are non-negative. `key` translates equality in the bound into a vanishing sum. `Finset.sum_eq_zero_iff_of_nonneg` then makes every term vanish, and the remaining case distinctions read off the conditions on energies and populations.

`eigenvector_error` constructs the phase in `hphase`, as the conjugate of the overlap divided by its modulus when the overlap is non-zero. `hle` is the Cauchy–Schwarz step $s\le1$, and `norm_sub_sq` expands the squared distance. The final `nlinarith` combines the sine bound with $s(1-s)\ge0$, which is the inequality $s^2\le s$ used above.

`hermitian_sine_bound` passes the spectral theorem's eigenvectors and eigenvalues to `residual_sine_bound`. Finally, `residual_sine_bound_witness` checks the eigenvalue equation and the gap condition for `twoLevel a b` with $a<b$, $m=a$, $d=b-a$ and $k=0$, the system of the opening example.
